# The largest origin-centred ball in a Wigner–Seitz cell reaches halfway to the nearest other lattice site

## A charged defect and its images

A charged defect in a periodic supercell is repeated at every site of the supercell lattice, which is the lattice meant throughout. If a spherical model charge stands in for the defect, two questions arise. How large can the sphere be while each of its points is at least as close to the defect as to any image? How large can it be before it overlaps its images? Both have the same answer: half the shortest lattice length, meaning the length of a shortest nonzero lattice vector. In a skew cell this vector can be shorter than every edge of the cell.

## Statement

Let L be an additive subgroup of a real inner-product space, with the defect at the origin. The Wigner–Seitz cell is the set of points x with

‖x‖ ≤ ‖x − g‖ for all g in L.

Suppose that the nonzero vectors of L have a shortest length d, and that some vector attains it. Then d > 0, because d is the norm of a nonzero vector, and for every real r

the closed ball of radius r about 0 lies in the cell ⇔ r ≤ d/2.

## Derivation

**Small balls fit.** Let r ≤ d/2 and ‖x‖ ≤ r. For g = 0 the cell condition is trivial. For nonzero g in L, write g = x − (x − g). The triangle inequality gives

d ≤ ‖g‖ ≤ ‖x‖ + ‖x − g‖,

so ‖x − g‖ ≥ d − ‖x‖ ≥ d/2 ≥ ‖x‖.

**Larger balls do not.** Let r > d/2, take g in L with ‖g‖ = d, and set t = r/d > 1/2. The point x = t g has norm r, so it is in the ball. Its distances to the two sites are

‖x‖ = |t| d, ‖x − g‖ = |t − 1| d.

Since t² − (t − 1)² = 2t − 1 > 0, x is closer to g than to 0 and lies outside the cell.

**Contact.** At r = d/2 the point g/2 is in the cell and at distance d/2 from both 0 and g.

**Overlap.** Place an open ball of radius r at every site. If r ≤ d/2, distinct sites g and h satisfy ‖g − h‖ ≥ d ≥ 2r, whereas a common point would force ‖g − h‖ < 2r. If r > d/2, the midpoint of a shortest vector lies in two balls.

**Orthorhombic cells.** Let the edges be a_i > 0, with a_j the shortest. A nonzero lattice vector g has some component n a_i with n a nonzero integer, so

‖g‖ ≥ |n| a_i ≥ a_i ≥ a_j.

The edge vector along j attains this bound. Hence d = a_j, and the largest radius is a_j/2.

## The Lean file

```lean
import Mathlib

open Metric

namespace WignerSeitzInradius

variable {E : Type*} [NormedAddCommGroup E]

/-- The Wigner-Seitz cell of a lattice `L`: the points that are at least as close to the
origin as to any other lattice site. -/
def wignerSeitzCell (L : AddSubgroup E) : Set E :=
  {x | ∀ g ∈ L, ‖x‖ ≤ ‖x - g‖}

/-- `d` is the length of a shortest nonzero vector of the lattice `L`. -/
def IsShortestLength (L : AddSubgroup E) (d : ℝ) : Prop :=
  IsLeast {l : ℝ | ∃ g ∈ L, g ≠ 0 ∧ ‖g‖ = l} d

/-- The distances from a point to the origin and to any other lattice site add up to at
least the shortest lattice length. -/
theorem shortest_le_add_dist {L : AddSubgroup E} {d : ℝ} (hd : IsShortestLength L d)
    (x : E) {g : E} (hg : g ∈ L) (h0 : g ≠ 0) : d ≤ ‖x‖ + ‖x - g‖ := by
  have h1 : d ≤ ‖g‖ := hd.2 ⟨g, hg, h0, rfl⟩
  have h2 := norm_sub_le x (x - g)
  rw [sub_sub_cancel] at h2
  linarith

/-- A point closer to the origin than half the shortest lattice length is strictly closer
to the origin than to every other lattice site. -/
theorem origin_strictly_nearest {L : AddSubgroup E} {d : ℝ} (hd : IsShortestLength L d)
    {x : E} (hx : ‖x‖ < d / 2) {g : E} (hg : g ∈ L) (h0 : g ≠ 0) :
    ‖x‖ < ‖x - g‖ := by
  have h := shortest_le_add_dist hd x hg h0
  linarith

variable [InnerProductSpace ℝ E]

/-- Going from the origin towards a lattice site, one is outside the Wigner-Seitz cell
beyond the halfway point. -/
theorem smul_notMem_cell {L : AddSubgroup E} {g : E} (hg : g ∈ L) (h0 : g ≠ 0)
    {t : ℝ} (ht : 1 / 2 < t) : t • g ∉ wignerSeitzCell L := by
  intro hx
  have h : ‖t • g‖ ≤ ‖t • g - g‖ := hx g hg
  have e : t • g - g = (t - 1) • g := by module
  rw [e, norm_smul, norm_smul, Real.norm_eq_abs, Real.norm_eq_abs] at h
  have h1 : |t| ≤ |t - 1| := le_of_mul_le_mul_right h (norm_pos_iff.mpr h0)
  have h2 : t ^ 2 ≤ (t - 1) ^ 2 := sq_le_sq.mpr h1
  nlinarith

/-- The closed ball of radius `r` about the origin lies in the Wigner-Seitz cell if and only
if `r` is at most half the shortest lattice length. -/
theorem closedBall_subset_cell_iff {L : AddSubgroup E} {d : ℝ}
    (hd : IsShortestLength L d) (r : ℝ) :
    closedBall (0 : E) r ⊆ wignerSeitzCell L ↔ r ≤ d / 2 := by
  constructor
  · intro hsub
    by_contra! hr
    obtain ⟨g, hg, h0, hgd⟩ := hd.1
    have hpos : 0 < ‖g‖ := norm_pos_iff.mpr h0
    -- the point at distance `r` in the direction of a shortest vector is outside the cell
    have ht : 1 / 2 < r / ‖g‖ := by
      rw [lt_div_iff₀ hpos]
      linarith
    refine smul_notMem_cell hg h0 ht (hsub ?_)
    have hr0 : 0 < r / ‖g‖ := by linarith
    rw [mem_closedBall_zero_iff, norm_smul, Real.norm_of_nonneg hr0.le,
      div_mul_cancel₀ r hpos.ne']
  · intro hr x hx g hg
    rw [mem_closedBall_zero_iff] at hx
    by_cases h0 : g = 0
    · simp [h0]
    · have h := shortest_le_add_dist hd x hg h0
      linarith

/-- If the norm of a vector `g` equals the shortest lattice length, then half of `g` belongs to the
Wigner-Seitz cell and is equally far from the origin and from `g`. The vector `g` itself is not
assumed to be in `L`. -/
theorem half_shortest_vector_contact {L : AddSubgroup E} {g : E}
    (hd : IsShortestLength L ‖g‖) :
    (1 / 2 : ℝ) • g ∈ wignerSeitzCell L ∧
      ‖(1 / 2 : ℝ) • g‖ = ‖(1 / 2 : ℝ) • g - g‖ := by
  constructor
  · apply (closedBall_subset_cell_iff hd (‖g‖ / 2)).mpr le_rfl
    rw [mem_closedBall_zero_iff, norm_smul, Real.norm_of_nonneg (by norm_num)]
    linarith
  · have e : (1 / 2 : ℝ) • g - g = -((1 / 2 : ℝ) • g) := by module
    rw [e, norm_neg]

/-- Open balls of radius `r` around all lattice sites, such as a spherical model charge and
its periodic images, are pairwise disjoint if and only if `r` is at most half the shortest
lattice length. -/
theorem periodic_images_disjoint_iff {L : AddSubgroup E} {d : ℝ}
    (hd : IsShortestLength L d) (r : ℝ) :
    (∀ g ∈ L, ∀ h ∈ L, g ≠ h → Disjoint (ball g r) (ball h r)) ↔ r ≤ d / 2 := by
  constructor
  · intro hdis
    by_contra! hr
    obtain ⟨g, hg, h0, hgd⟩ := hd.1
    -- the midpoint of a shortest vector would lie in two balls
    have hn : ‖(1 / 2 : ℝ) • g‖ < r := by
      rw [norm_smul, Real.norm_of_nonneg (by norm_num)]
      linarith
    have e : (1 / 2 : ℝ) • g - g = -((1 / 2 : ℝ) • g) := by module
    have m0 : (1 / 2 : ℝ) • g ∈ ball (0 : E) r := mem_ball_zero_iff.mpr hn
    have mg : (1 / 2 : ℝ) • g ∈ ball g r := by
      rw [mem_ball, dist_eq_norm, e, norm_neg]
      exact hn
    exact Set.disjoint_left.mp (hdis 0 L.zero_mem g hg (Ne.symm h0)) m0 mg
  · intro hr g hg h hh hne
    apply ball_disjoint_ball
    have h1 : d ≤ ‖g - h‖ := hd.2 ⟨g - h, L.sub_mem hg hh, sub_ne_zero.mpr hne, rfl⟩
    rw [dist_eq_norm]
    linarith

variable {ι : Type*} [Fintype ι]

/-- The lattice of an orthorhombic supercell with edge lengths `a i` along the Cartesian
axes. -/
def orthorhombicLattice (a : ι → ℝ) : AddSubgroup (EuclideanSpace ℝ ι) where
  carrier := {x | ∀ i, ∃ n : ℤ, x i = n * a i}
  zero_mem' := fun i => ⟨0, by simp⟩
  add_mem' := by
    intro x y hx hy i
    obtain ⟨m, hm⟩ := hx i
    obtain ⟨n, hn⟩ := hy i
    refine ⟨m + n, ?_⟩
    rw [PiLp.add_apply, hm, hn]
    push_cast
    ring
  neg_mem' := by
    intro x hx i
    obtain ⟨m, hm⟩ := hx i
    refine ⟨-m, ?_⟩
    rw [PiLp.neg_apply, hm]
    push_cast
    ring

/-- The shortest lattice length of an orthorhombic supercell is its shortest edge. -/
theorem orthorhombic_shortest_witness {a : ι → ℝ} (ha : ∀ i, 0 < a i) {j : ι}
    (hj : ∀ i, a j ≤ a i) : IsShortestLength (orthorhombicLattice a) (a j) := by
  classical
  constructor
  · have hn : ‖EuclideanSpace.single j (a j)‖ = a j := by
      rw [PiLp.norm_single, Real.norm_of_nonneg (ha j).le]
    refine ⟨EuclideanSpace.single j (a j), ?_, ?_, hn⟩
    · intro i
      by_cases h : i = j
      · subst h
        exact ⟨1, by simp⟩
      · exact ⟨0, by simp [h]⟩
    · intro h
      rw [h, norm_zero] at hn
      linarith [ha j]
  · rintro l ⟨g, hg, h0, rfl⟩
    -- some coordinate is a nonzero integer multiple of its edge
    have hex : ∃ i, g i ≠ 0 := by
      by_contra! h
      exact h0 (by ext i; simpa using h i)
    obtain ⟨i, hi⟩ := hex
    obtain ⟨n, hn⟩ := hg i
    have hn0 : n ≠ 0 := by
      intro h
      exact hi (by rw [hn, h]; simp)
    have h1 : (1 : ℝ) ≤ |(n : ℝ)| := by exact_mod_cast Int.one_le_abs hn0
    have h2 : ‖g i‖ ≤ ‖g‖ := PiLp.norm_apply_le g i
    rw [hn, Real.norm_eq_abs, abs_mul, abs_of_pos (ha i)] at h2
    nlinarith [hj i, ha i]

/-- In an orthorhombic supercell, a closed ball about the origin lies in the Wigner-Seitz
cell if and only if its radius is at most half the shortest edge. -/
theorem orthorhombic_closedBall_iff {a : ι → ℝ} (ha : ∀ i, 0 < a i) {j : ι}
    (hj : ∀ i, a j ≤ a i) (r : ℝ) :
    closedBall (0 : EuclideanSpace ℝ ι) r ⊆ wignerSeitzCell (orthorhombicLattice a) ↔
      r ≤ a j / 2 :=
  closedBall_subset_cell_iff (orthorhombic_shortest_witness ha hj) r

end WignerSeitzInradius
```

```lean
#print axioms WignerSeitzInradius.closedBall_subset_cell_iff
-- 'WignerSeitzInradius.closedBall_subset_cell_iff' depends on axioms: [propext, Classical.choice, Quot.sound]
#print axioms WignerSeitzInradius.half_shortest_vector_contact
-- 'WignerSeitzInradius.half_shortest_vector_contact' depends on axioms: [propext, Classical.choice, Quot.sound]
#print axioms WignerSeitzInradius.periodic_images_disjoint_iff
-- 'WignerSeitzInradius.periodic_images_disjoint_iff' depends on axioms: [propext, Classical.choice, Quot.sound]
#print axioms WignerSeitzInradius.orthorhombic_closedBall_iff
-- 'WignerSeitzInradius.orthorhombic_closedBall_iff' depends on axioms: [propext, Classical.choice, Quot.sound]
```

## Reading the formal statement

The additive subgroup `L : AddSubgroup E` is the set of lattice translations, and `wignerSeitzCell L` is the cell defined above, boundary included. `IsShortestLength L d` says that `d` is the least element of the set of nonzero lattice lengths. It therefore contains both the lower bound and its attainment, and it rules out the trivial lattice. The general theorems about the shortest length assume it; `orthorhombic_shortest_witness` derives it for orthorhombic cells of any finite dimension with at least one axis.

L need not span the space, so slabs and wires with fewer periodic directions are included. A negative `r` gives an empty ball, and both sides of the equivalence are then true.

For supercell corrections, the result bounds the radius of a strictly confined spherical model charge that is required not to overlap its images. It does not address Gaussian tails, the screening of the potential or the size of a correction energy.

## How the proof runs

`shortest_le_add_dist` is the triangle-inequality step. `origin_strictly_nearest` draws the strict version for ‖x‖ < d/2.

`smul_notMem_cell` treats the point t g. The tactic `module` proves t g − g = (t − 1) g, the common factor ‖g‖ is cancelled, and squaring leaves an inequality that `nlinarith` refutes using t > 1/2.

In `closedBall_subset_cell_iff`, the forward direction assumes r > d/2, takes a shortest vector from `hd.1` and applies that lemma with t = `r / ‖g‖`. The reverse direction separates g = 0 from g ≠ 0 and finishes with `linarith`.

`half_shortest_vector_contact` applies the equivalence at r = ‖g‖/2. `periodic_images_disjoint_iff` uses the midpoint in one direction, and in the other the fact that g − h is again a lattice vector.

For the orthorhombic lattice, `EuclideanSpace.single j (a j)` is the shortest edge vector, and `PiLp.norm_apply_le` bounds a component by the norm. `orthorhombic_closedBall_iff` then inserts d = `a j` into the general equivalence.
